# The product of (1 + g)/2 over commuting involutions projects onto their common fixed space

## Projecting a state onto a code space

To project a state onto a stabilizer code space, one applies (1 + g)/2 for each generator g in turn. One pass suffices if the generators commute and square to 1. The same product, with signs, describes ideal syndrome measurement in quantum error correction.

## Statement and conventions

Let g_0, …, g_{n−1} be linear maps on a complex vector space V, with g_i² = 1 and g_i g_j = g_j g_i. Put

Q_i = (1 + g_i)/2,  P = Q_0 Q_1 ⋯ Q_{n−1},

with P = 1 for n = 0. Then P² = P, Px = x exactly when every g_i x = x, and the range of P is the space of such x.

In Lean, `Module.End ℂ V` holds the operators, `IsStabilizerList` the two hypotheses, `codeProj` is P and `codeSpace` the fixed space. V may have any dimension, and the generators need be neither Pauli operators nor independent. The code space may be zero, as for the list g, −g.

A syndrome is a bit string s. `syndromeProj`, written P_s, uses σ_i g_i in place of g_i, where σ_i = (−1)^(s_i) is `sgn (s i)`; `false` means +1.

## Derivation

Each generator is absorbed by its own factor:

g_i Q_i = (g_i + g_i²)/2 = Q_i.

Since g_i commutes with every Q_j, it can be moved to that factor, so g_i P = P g_i = P.

If all g_i x = x, then Q_i x = (x + x)/2 = x, hence Px = x. Conversely, Px = x gives g_i x = g_i Px = Px = x. Any Py is fixed by all g_i, so P(Py) = Py. This also identifies the range.

The signed generators still commute and square to 1, so P_s is idempotent and fixes x exactly when g_i x = σ_i x for all i. If s and t differ at i, then P_s σ_i g_i = P_s and −σ_i g_i P_t = P_t, so

P_s P_t = P_s (−σ_i g_i) P_t = −P_s P_t = 0.

Summing over each bit gives (1 + g_i)/2 + (1 − g_i)/2 = 1, so Σ_s P_s = 1 for arbitrary g_i.

On an inner product space, symmetric commuting g_i give symmetric commuting Q_i. Therefore ⟨Px, y⟩ = ⟨x, Q_{n−1} ⋯ Q_0 y⟩ = ⟨x, Py⟩, and with g_i² = 1 the projector is orthogonal.

## Two qubits, with and without commutation

For XX and ZZ, the ZZ factor leaves |00⟩ unchanged and the XX factor gives

P|00⟩ = (|00⟩ + |11⟩)/2.

A second application changes nothing. The normalised state is (|00⟩ + |11⟩)/√2, and the projection has probability 1/2.

XX and ZI also square to 1, but they anticommute. On |++⟩ = (|00⟩ + |01⟩ + |10⟩ + |11⟩)/2, the ZI factor leaves (|00⟩ + |01⟩)/2, and the XX factor turns this into |++⟩/2. Thus P|++⟩ = |++⟩/2 but P²|++⟩ = |++⟩/4: P is not idempotent.

## The Lean file

```lean
import Mathlib

open Finset

namespace StabilizerProjector

noncomputable section

variable {V : Type*} [AddCommGroup V] [Module ℂ V]

/-- A finite list of stabilizer generators: each squares to the identity and any two commute. -/
structure IsStabilizerList (gs : List (Module.End ℂ V)) : Prop where
  invol : ∀ g ∈ gs, g * g = 1
  comm : ∀ g ∈ gs, ∀ h ∈ gs, Commute g h

/-- The operator `(1 + g)/2` attached to a single generator `g`. -/
def halfProj (g : Module.End ℂ V) : Module.End ℂ V := (1 / 2 : ℂ) • (1 + g)

/-- The ordered product of the factors `(1 + g)/2` over the list of generators. -/
def codeProj (gs : List (Module.End ℂ V)) : Module.End ℂ V := (gs.map halfProj).prod

/-- The code space: the vectors fixed by every generator in the list. -/
def codeSpace (gs : List (Module.End ℂ V)) : Submodule ℂ V where
  carrier := {x | ∀ g ∈ gs, g x = x}
  add_mem' := by
    intro a b ha hb g hg
    rw [map_add, ha g hg, hb g hg]
  zero_mem' := by
    intro g _
    exact map_zero g
  smul_mem' := by
    intro c x hx g hg
    rw [map_smul, hx g hg]

/-- If `g² = 1`, then `g (1 + g)/2 = (1 + g)/2`. -/
theorem mul_halfProj {g : Module.End ℂ V} (hg : g * g = 1) :
    g * halfProj g = halfProj g := by
  unfold halfProj
  rw [mul_smul_comm, mul_add, mul_one, hg, add_comm g 1]

/-- An operator commuting with every generator commutes with the product of the
factors `(1 + h)/2`. -/
theorem commute_codeProj {g : Module.End ℂ V} {gs : List (Module.End ℂ V)}
    (hc : ∀ h ∈ gs, Commute g h) : Commute g (codeProj gs) := by
  induction gs with
  | nil => exact Commute.one_right g
  | cons h t ih =>
    have hcons : codeProj (h :: t) = halfProj h * codeProj t := by simp [codeProj]
    have hgh : g * halfProj h = halfProj h * g := by
      unfold halfProj
      rw [mul_smul_comm, smul_mul_assoc, mul_add, add_mul, mul_one, one_mul,
        (hc h (by simp)).eq]
    rw [hcons]
    exact Commute.mul_right hgh (ih fun k hk => hc k (List.mem_cons_of_mem _ hk))

/-- A member `g` of the list with `g² = 1` that commutes with all members is absorbed by
the product `P` on both sides: `g P = P` and `P g = P`. -/
theorem mul_codeProj {g : Module.End ℂ V} {gs : List (Module.End ℂ V)}
    (hg2 : g * g = 1) (hc : ∀ h ∈ gs, Commute g h) (hg : g ∈ gs) :
    g * codeProj gs = codeProj gs ∧ codeProj gs * g = codeProj gs := by
  have key : ∀ l : List (Module.End ℂ V), (∀ h ∈ l, Commute g h) → g ∈ l →
      g * codeProj l = codeProj l := by
    intro l
    induction l with
    | nil => intro _ hl; simp at hl
    | cons h t ih =>
      intro hcl hl
      have hcons : codeProj (h :: t) = halfProj h * codeProj t := by simp [codeProj]
      rcases List.mem_cons.mp hl with e | ht
      · -- `g` has reached its own factor
        rw [hcons, ← e, ← mul_assoc, mul_halfProj hg2]
      · -- move `g` through the first factor
        have hgh : g * halfProj h = halfProj h * g := by
          unfold halfProj
          rw [mul_smul_comm, smul_mul_assoc, mul_add, add_mul, mul_one, one_mul,
            (hcl h (by simp)).eq]
        rw [hcons, ← mul_assoc, hgh, mul_assoc,
          ih (fun k hk => hcl k (List.mem_cons_of_mem _ hk)) ht]
  have h1 := key gs hc hg
  exact ⟨h1, (commute_codeProj hc).eq.symm.trans h1⟩

/-- A vector fixed by every operator in the list is fixed by the product of the
factors `(1 + g)/2`. -/
theorem codeProj_apply_of_stabilized {gs : List (Module.End ℂ V)} {x : V}
    (hx : ∀ g ∈ gs, g x = x) : codeProj gs x = x := by
  induction gs with
  | nil => rfl
  | cons h t ih =>
    have hcons : codeProj (h :: t) = halfProj h * codeProj t := by simp [codeProj]
    rw [hcons]
    show halfProj h (codeProj t x) = x
    rw [ih fun k hk => hx k (List.mem_cons_of_mem _ hk)]
    show (1 / 2 : ℂ) • (x + h x) = x
    rw [hx h (by simp)]
    module

/-- Stabilizer code-space projector: for commuting generators with `g² = 1`, the product of
the `(1 + g)/2` is idempotent, fixes `x` exactly when every generator fixes `x`, and has the
code space as its range. -/
theorem codeProj_projector {gs : List (Module.End ℂ V)} (H : IsStabilizerList gs) :
    IsIdempotentElem (codeProj gs) ∧
      (∀ x, codeProj gs x = x ↔ ∀ g ∈ gs, g x = x) ∧
      LinearMap.range (codeProj gs) = codeSpace gs := by
  -- every vector `P y` is stabilized, by absorption
  have hst : ∀ y, ∀ g ∈ gs, g (codeProj gs y) = codeProj gs y := fun y g hg =>
    LinearMap.congr_fun (mul_codeProj (H.invol g hg) (H.comm g hg) hg).1 y
  refine ⟨?_, fun x => ⟨fun hx g hg => ?_, codeProj_apply_of_stabilized⟩, ?_⟩
  · show codeProj gs * codeProj gs = codeProj gs
    exact LinearMap.ext fun y => codeProj_apply_of_stabilized (hst y)
  · have h := hst x g hg
    rwa [hx] at h
  · ext x
    constructor
    · rintro ⟨y, rfl⟩
      show ∀ g ∈ gs, g (codeProj gs y) = codeProj gs y
      exact hst y
    · intro hx
      have hx' : ∀ g ∈ gs, g x = x := hx
      exact ⟨x, codeProj_apply_of_stabilized hx'⟩

/-- The sign `(-1)^b` of a syndrome bit `b`. -/
def sgn (b : Bool) : ℂ := if b then -1 else 1

/-- The list of generators `g i`, each multiplied by the sign of its syndrome bit `s i`. -/
def signedList {n : ℕ} (g : Fin n → Module.End ℂ V) (s : Fin n → Bool) :
    List (Module.End ℂ V) :=
  List.ofFn fun i => sgn (s i) • g i

/-- The ordered product of the factors `(1 + (-1)^(s i) g i)/2` for the syndrome `s`. -/
def syndromeProj {n : ℕ} (g : Fin n → Module.End ℂ V) (s : Fin n → Bool) :
    Module.End ℂ V :=
  codeProj (signedList g s)

/-- Commuting generators with `g² = 1` remain so after multiplication by signs. -/
theorem signedList_isStabilizerList {n : ℕ} {g : Fin n → Module.End ℂ V}
    (hsq : ∀ i, g i * g i = 1) (hc : ∀ i j, Commute (g i) (g j)) (s : Fin n → Bool) :
    IsStabilizerList (signedList g s) := by
  have hm : ∀ a, a ∈ signedList g s ↔ ∃ i, sgn (s i) • g i = a := by
    intro a
    simp only [signedList, List.mem_ofFn]
  have hs : ∀ b, sgn b * sgn b = 1 := by
    intro b
    cases b <;> simp [sgn]
  constructor
  · intro a ha
    obtain ⟨i, rfl⟩ := (hm a).1 ha
    rw [smul_mul_assoc, mul_smul_comm, smul_smul, hsq, hs, one_smul]
  · intro a ha b hb
    obtain ⟨i, rfl⟩ := (hm a).1 ha
    obtain ⟨j, rfl⟩ := (hm b).1 hb
    exact ((hc i j).smul_left _).smul_right _

/-- For commuting generators with `g² = 1`, the syndrome operator is idempotent and fixes `x`
exactly when `g i x = (-1)^(s i) x` for all `i`. -/
theorem syndromeProj_projector {n : ℕ} {g : Fin n → Module.End ℂ V}
    (hsq : ∀ i, g i * g i = 1) (hc : ∀ i j, Commute (g i) (g j)) (s : Fin n → Bool) :
    IsIdempotentElem (syndromeProj g s) ∧
      ∀ x, syndromeProj g s x = x ↔ ∀ i, g i x = sgn (s i) • x := by
  have hm : ∀ a, a ∈ signedList g s ↔ ∃ i, sgn (s i) • g i = a := by
    intro a
    simp only [signedList, List.mem_ofFn]
  have hs : ∀ b, sgn b * sgn b = 1 := by
    intro b
    cases b <;> simp [sgn]
  obtain ⟨h1, h2, -⟩ := codeProj_projector (signedList_isStabilizerList hsq hc s)
  refine ⟨h1, fun x => (h2 x).trans ?_⟩
  constructor
  · intro h i
    have h' : sgn (s i) • g i x = x := h _ ((hm _).2 ⟨i, rfl⟩)
    calc g i x = (sgn (s i) * sgn (s i)) • g i x := by rw [hs, one_smul]
      _ = sgn (s i) • (sgn (s i) • g i x) := mul_smul _ _ _
      _ = sgn (s i) • x := by rw [h']
  · intro h a ha
    obtain ⟨i, rfl⟩ := (hm a).1 ha
    show sgn (s i) • g i x = x
    rw [h i, smul_smul, hs, one_smul]

/-- For commuting generators with `g² = 1`, the operators of two different syndromes have
product zero. -/
theorem syndromeProj_mul_of_ne {n : ℕ} {g : Fin n → Module.End ℂ V}
    (hsq : ∀ i, g i * g i = 1) (hc : ∀ i j, Commute (g i) (g j)) {s t : Fin n → Bool}
    (hst : s ≠ t) : syndromeProj g s * syndromeProj g t = 0 := by
  have hm : ∀ (r : Fin n → Bool) (i : Fin n), sgn (r i) • g i ∈ signedList g r := by
    intro r i
    simp only [signedList, List.mem_ofFn]
    exact ⟨i, rfl⟩
  have hflip : ∀ a b : Bool, a ≠ b → sgn b = -sgn a := by
    intro a b
    cases a <;> cases b <;> simp [sgn]
  obtain ⟨i, hi⟩ := Function.ne_iff.mp hst
  have Hs := signedList_isStabilizerList hsq hc s
  have Ht := signedList_isStabilizerList hsq hc t
  -- the two operators absorb the generator `g i` with opposite signs
  have A : syndromeProj g s * (sgn (s i) • g i) = syndromeProj g s :=
    (mul_codeProj (Hs.invol _ (hm s i)) (Hs.comm _ (hm s i)) (hm s i)).2
  have B : (sgn (t i) • g i) * syndromeProj g t = syndromeProj g t :=
    (mul_codeProj (Ht.invol _ (hm t i)) (Ht.comm _ (hm t i)) (hm t i)).1
  rw [hflip _ _ hi, neg_smul] at B
  have hneg : syndromeProj g s * syndromeProj g t
      = -(syndromeProj g s * syndromeProj g t) :=
    calc syndromeProj g s * syndromeProj g t
        = syndromeProj g s * (-(sgn (s i) • g i) * syndromeProj g t) := by rw [B]
      _ = -(syndromeProj g s * (sgn (s i) • g i) * syndromeProj g t) := by
          rw [neg_mul, mul_neg, mul_assoc]
      _ = -(syndromeProj g s * syndromeProj g t) := by rw [A]
  calc syndromeProj g s * syndromeProj g t
      = (1 / 2 : ℂ) • (syndromeProj g s * syndromeProj g t
          + syndromeProj g s * syndromeProj g t) := by module
    _ = 0 := by rw [add_eq_zero_iff_eq_neg.mpr hneg, smul_zero]

/-- For any operators `g i`, the syndrome operators summed over all syndromes give the
identity. -/
theorem sum_syndromeProj {n : ℕ} (g : Fin n → Module.End ℂ V) :
    ∑ s : Fin n → Bool, syndromeProj g s = 1 := by
  induction n with
  | zero => simp [syndromeProj, signedList, codeProj]
  | succ n ih =>
    have hstep : ∀ (b : Bool) (r : Fin n → Bool), syndromeProj g (Matrix.vecCons b r)
        = halfProj (sgn b • g 0) * syndromeProj (fun i => g i.succ) r := by
      intro b r
      simp only [syndromeProj, signedList, codeProj, List.ofFn_succ, List.map_cons,
        List.prod_cons, Matrix.cons_val_zero, Matrix.cons_val_succ]
    -- split a syndrome into its first bit and the rest
    let e : Bool × (Fin n → Bool) ≃ (Fin (n + 1) → Bool) :=
      { toFun := fun p => Matrix.vecCons p.1 p.2
        invFun := fun s => (s 0, fun i => s i.succ)
        left_inv := fun p => Prod.ext (by simp) (funext fun i => by simp)
        right_inv := fun s => by
          funext i
          refine Fin.cases ?_ (fun j => ?_) i <;> simp }
    have h1 : sgn true = -1 := by simp [sgn]
    have h2 : sgn false = 1 := by simp [sgn]
    calc ∑ s : Fin (n + 1) → Bool, syndromeProj g s
        = ∑ p : Bool × (Fin n → Bool), syndromeProj g (Matrix.vecCons p.1 p.2) :=
          (e.sum_comp (fun s => syndromeProj g s)).symm
      _ = ∑ b : Bool, ∑ r : Fin n → Bool, syndromeProj g (Matrix.vecCons b r) := by
          simp only [Fintype.sum_prod_type]
      _ = ∑ b : Bool, halfProj (sgn b • g 0) := by
          refine Finset.sum_congr rfl fun b _ => ?_
          simp only [hstep]
          rw [← Finset.mul_sum, ih, mul_one]
      _ = 1 := by
          rw [Fintype.sum_bool, h1, h2]
          unfold halfProj
          module

/-- On an inner product space, the product of the `(1 + g)/2` over commuting symmetric
operators is symmetric. -/
theorem codeProj_isSymmetric {E : Type*} [NormedAddCommGroup E] [InnerProductSpace ℂ E]
    {gs : List (Module.End ℂ E)} (hc : ∀ g ∈ gs, ∀ h ∈ gs, Commute g h)
    (hs : ∀ g ∈ gs, LinearMap.IsSymmetric g) : LinearMap.IsSymmetric (codeProj gs) := by
  induction gs with
  | nil => intro x y; rfl
  | cons h t ih =>
    have hcons : codeProj (h :: t) = halfProj h * codeProj t := by simp [codeProj]
    have iht := ih
      (fun a ha b hb => hc a (List.mem_cons_of_mem _ ha) b (List.mem_cons_of_mem _ hb))
      (fun a ha => hs a (List.mem_cons_of_mem _ ha))
    have htwo : (starRingEnd ℂ) (2 : ℂ) = 2 := by
      rw [← one_add_one_eq_two, map_add, map_one]
    have hconj : (starRingEnd ℂ) (1 / 2 : ℂ) = 1 / 2 := by
      rw [map_div₀, map_one, htwo]
    have hA : ∀ x y : E, inner ℂ (halfProj h x) y = inner ℂ x (halfProj h y) := by
      intro x y
      show inner ℂ ((1 / 2 : ℂ) • (x + h x)) y = inner ℂ x ((1 / 2 : ℂ) • (y + h y))
      rw [inner_smul_left, inner_smul_right, inner_add_left, inner_add_right,
        hs h (by simp) x y, hconj]
    have hq : Commute h (codeProj t) :=
      commute_codeProj fun k hk => hc h (by simp) k (List.mem_cons_of_mem _ hk)
    have hcomm : halfProj h * codeProj t = codeProj t * halfProj h := by
      unfold halfProj
      rw [smul_mul_assoc, mul_smul_comm, add_mul, mul_add, mul_one, one_mul, hq.eq]
    rw [hcons]
    intro x y
    show inner ℂ (halfProj h (codeProj t x)) y = inner ℂ x ((halfProj h * codeProj t) y)
    rw [hA, hcomm]
    exact iht x (halfProj h y)

/-- The two-qubit Pauli operator `X ⊗ X`, flipping both bits in the amplitudes `ψ (a, b)`. -/
def opXX : Module.End ℂ (Bool × Bool → ℂ) where
  toFun ψ := fun p => ψ (!p.1, !p.2)
  map_add' _ _ := rfl
  map_smul' _ _ := rfl

/-- The two-qubit Pauli operator `Z ⊗ Z`, multiplying `ψ (a, b)` by `(-1)^a (-1)^b`. -/
def opZZ : Module.End ℂ (Bool × Bool → ℂ) where
  toFun ψ := fun p => sgn p.1 * sgn p.2 * ψ p
  map_add' ψ φ := by
    funext p
    simp only [Pi.add_apply]
    ring
  map_smul' c ψ := by
    funext p
    simp only [Pi.smul_apply, smul_eq_mul, RingHom.id_apply]
    ring

/-- The two-qubit Pauli operator `Z ⊗ 1`, multiplying `ψ (a, b)` by `(-1)^a`. -/
def opZI : Module.End ℂ (Bool × Bool → ℂ) where
  toFun ψ := fun p => sgn p.1 * ψ p
  map_add' ψ φ := by
    funext p
    simp only [Pi.add_apply]
    ring
  map_smul' c ψ := by
    funext p
    simp only [Pi.smul_apply, smul_eq_mul, RingHom.id_apply]
    ring

/-- The operators `X ⊗ X` and `Z ⊗ Z` form a stabilizer list, and their projector fixes exactly
the two-qubit vectors with `ψ₀₀ = ψ₁₁` and `ψ₀₁ = ψ₁₀ = 0`. -/
theorem codeProj_witness :
    IsStabilizerList [opXX, opZZ] ∧
      ∀ ψ : Bool × Bool → ℂ, codeProj [opXX, opZZ] ψ = ψ ↔
        ψ (false, false) = ψ (true, true) ∧ ψ (false, true) = 0 ∧ ψ (true, false) = 0 := by
  have h1 : sgn true = -1 := by simp [sgn]
  have h2 : sgn false = 1 := by simp [sgn]
  have hmem : ∀ g, g ∈ [opXX, opZZ] → g = opXX ∨ g = opZZ := by
    intro g hg
    simpa using hg
  have hXX : opXX * opXX = 1 := by
    refine LinearMap.ext fun ψ => funext fun p => ?_
    obtain ⟨a, b⟩ := p
    show ψ (!(!a), !(!b)) = ψ (a, b)
    simp
  have hZZ : opZZ * opZZ = 1 := by
    refine LinearMap.ext fun ψ => funext fun p => ?_
    obtain ⟨a, b⟩ := p
    show sgn a * sgn b * (sgn a * sgn b * ψ (a, b)) = ψ (a, b)
    cases a <;> cases b <;> simp [sgn]
  have hc : Commute opXX opZZ := by
    show opXX * opZZ = opZZ * opXX
    refine LinearMap.ext fun ψ => funext fun p => ?_
    obtain ⟨a, b⟩ := p
    show sgn (!a) * sgn (!b) * ψ (!a, !b) = sgn a * sgn b * ψ (!a, !b)
    cases a <;> cases b <;> simp [sgn]
  have H : IsStabilizerList [opXX, opZZ] := by
    constructor
    · intro g hg
      rcases hmem g hg with rfl | rfl
      · exact hXX
      · exact hZZ
    · intro g hg h hh
      rcases hmem g hg with rfl | rfl <;> rcases hmem h hh with rfl | rfl
      · exact Commute.refl _
      · exact hc
      · exact hc.symm
      · exact Commute.refl _
  refine ⟨H, fun ψ => ?_⟩
  rw [(codeProj_projector H).2.1 ψ]
  constructor
  · intro h
    have hx := h opXX (by simp)
    have hz := h opZZ (by simp)
    have a1 : ψ (true, true) = ψ (false, false) := congrFun hx (false, false)
    have a2 : sgn false * sgn true * ψ (false, true) = ψ (false, true) :=
      congrFun hz (false, true)
    have a3 : sgn true * sgn false * ψ (true, false) = ψ (true, false) :=
      congrFun hz (true, false)
    rw [h1, h2] at a2 a3
    refine ⟨a1.symm, ?_, ?_⟩
    · linear_combination (-1 / 2 : ℂ) * a2
    · linear_combination (-1 / 2 : ℂ) * a3
  · rintro ⟨b1, b2, b3⟩ g hg
    rcases hmem g hg with rfl | rfl
    · funext p
      obtain ⟨a, b⟩ := p
      show ψ (!a, !b) = ψ (a, b)
      cases a <;> cases b <;> simp [b1, b2, b3]
    · funext p
      obtain ⟨a, b⟩ := p
      show sgn a * sgn b * ψ (a, b) = ψ (a, b)
      cases a <;> cases b <;> simp [sgn, b2, b3]

/-- The operators `X ⊗ X` and `Z ⊗ 1` both square to the identity, yet the product of their
factors `(1 + g)/2` is not idempotent. -/
theorem codeProj_not_idempotent :
    opXX * opXX = 1 ∧ opZI * opZI = 1 ∧ ¬ IsIdempotentElem (codeProj [opXX, opZI]) := by
  have h1 : sgn true = -1 := by simp [sgn]
  have h2 : sgn false = 1 := by simp [sgn]
  refine ⟨codeProj_witness.1.invol opXX (by simp), ?_, fun h => ?_⟩
  · refine LinearMap.ext fun ψ => funext fun p => ?_
    obtain ⟨a, b⟩ := p
    show sgn a * (sgn a * ψ (a, b)) = ψ (a, b)
    cases a <;> simp [sgn]
  · have hP : ∀ (ψ : Bool × Bool → ℂ) (a b : Bool), codeProj [opXX, opZI] ψ (a, b)
        = 1 / 2 * (1 / 2 * (ψ (a, b) + sgn a * ψ (a, b))
          + 1 / 2 * (ψ (!a, !b) + sgn (!a) * ψ (!a, !b))) := by
      intro ψ a b
      rfl
    -- on the constant vector the product acts as multiplication by `1/2`
    have h' : codeProj [opXX, opZI] (codeProj [opXX, opZI] (fun _ => 1)) (false, false)
        = codeProj [opXX, opZI] (fun _ => 1) (false, false) :=
      congrFun (LinearMap.congr_fun h.eq (fun _ => 1)) (false, false)
    simp only [hP, Bool.not_false, Bool.not_true, h1, h2] at h'
    norm_num at h'

end

end StabilizerProjector
```

```lean
#print axioms StabilizerProjector.codeProj_projector
#print axioms StabilizerProjector.syndromeProj_projector
#print axioms StabilizerProjector.codeProj_isSymmetric
#print axioms StabilizerProjector.codeProj_not_idempotent
```

```
'StabilizerProjector.codeProj_projector' depends on axioms: [propext, Classical.choice, Quot.sound]
'StabilizerProjector.syndromeProj_projector' depends on axioms: [propext, Classical.choice, Quot.sound]
'StabilizerProjector.codeProj_isSymmetric' depends on axioms: [propext, Classical.choice, Quot.sound]
'StabilizerProjector.codeProj_not_idempotent' depends on axioms: [propext, Classical.choice, Quot.sound]
```

## How the proof follows the algebra

`mul_halfProj` is the absorption identity. `mul_codeProj` extends it to P by induction on the list: either g meets its own factor, or it moves past the first one. `commute_codeProj` supplies absorption on the right. `codeProj_apply_of_stabilized` shows that P fixes stabilized vectors, and `codeProj_projector` combines these facts through `hst`, which says that every Py is stabilized.

`signedList_isStabilizerList` carries the hypotheses over to signed generators, from which `syndromeProj_projector` follows. `syndromeProj_mul_of_ne` picks a differing bit and uses the absorptions `A` and `B`. `sum_syndromeProj` splits off the first bit and applies induction to the rest. `codeProj_isSymmetric` moves one factor at a time across the inner product.

`codeProj_witness` reads off the amplitudes fixed by XX and ZZ: ψ₀₀ = ψ₁₁ and ψ₀₁ = ψ₁₀ = 0. `codeProj_not_idempotent` evaluates the XX, ZI product on the constant vector 2|++⟩.
